# A closed form for the one-dimensional three-electron Gaussian-geminal integral

If the reference value of a three-electron integral is itself numerical, its disagreement with a resolution-of-the-identity value mixes quadrature error with basis-set error. A closed form removes the first. For charge distributions exp(−px²), exp(−qy²) and exp(−rz²) with p, q, r > 0, and geminal exponents b, c ≥ 0, the claim is

I = ∫∫∫ exp(−px² − qy² − rz² − b(x−y)² − c(y−z)²) dx dy dz = π^(3/2)/√D,

D = q(p+b)(r+c) + pb(r+c) + rc(p+b).

This gives explicitly correlated electronic-structure methods an exact test case, in a one-dimensional model with Gaussian geminals and no Coulomb operator.

## Integrating out the electrons in turn

Completing the square gives

pt² + b(t−s)² = (p+b)(t − bs/(p+b))² + (pb/(p+b))s².

Integrating over t therefore leaves √(π/(p+b)) exp(−pbs²/(p+b)).

Applied to z, this gives the factor √(π/(r+c)) and raises the exponent of y from q to Q = q + rc/(r+c). Applied to y, it gives √(π/(Q+b)) and adds δ = Qb/(Q+b) to the exponent of x. The last integral is √(π/(p+δ)). The three denominators multiply to

(r+c)(Q+b)(p+δ) = (r+c)[(p+b)Q + pb] = (p+b)[q(r+c) + rc] + pb(r+c) = D.

For p = q = r = a,

D = a(a² + 2a(b+c) + 3bc).

The charge distributions here are unnormalised. Normalising each to one multiplies I by (a/π)^(3/2), which gives a/√(a² + 2a(b+c) + 3bc).

## One basis function in place of the identity

With equal exponents, define

g_b(y) = exp(−ay²/2) ∫ exp(−ax² − b(x−y)²) dx = √(π/(a+b)) exp(−(a/2 + ab/(a+b))y²).

Then I = ∫ g_b g_c dy. Insert the projector on the normalised orbital φ(y) = (a/π)^(1/4) exp(−ay²/2). Since (a+b)(a + ab/(a+b)) = a(a+2b), each overlap is

∫ g_b φ dy = (a/π)^(1/4) π/√(a(a+2b)),

and the approximate value is

R = (∫ g_b φ dy)(∫ g_c φ dy) = π^(3/2)/√(a(a+2b)(a+2c)).

Write X = a(a+2b)(a+2c) and Y = a(a² + 2a(b+c) + 3bc). Then X − Y = abc and 4Y − 3X = a(a² + 2a(b+c)). For b, c > 0 both are positive, so √3/2 · I < R < I.

## The integrals as Lean definitions

```lean
import Mathlib

open MeasureTheory
open scoped Real

namespace ThreeElectronGeminal

noncomputable section
```

A point `v` holds the coordinates x = `v.1`, y = `v.2.1` and z = `v.2.2`, and integration uses Lebesgue measure. Where a docstring below says "orbital exponent", it means the exponent of a charge distribution such as exp(−px²); an orbital whose square is that distribution has exponent p/2.

```lean
/-- Three electrons on a line in Gaussian charge distributions with exponents `p`, `q`, `r`;
Gaussian geminals with exponents `b` and `c` couple the middle electron to the outer two. -/
def geminal (p q r b c : ℝ) (v : ℝ × ℝ × ℝ) : ℝ :=
  Real.exp (-p * v.1 ^ 2 - q * v.2.1 ^ 2 - r * v.2.2 ^ 2
    - b * (v.1 - v.2.1) ^ 2 - c * (v.2.1 - v.2.2) ^ 2)
```

The next three definitions are g_b, φ and R. `riValue` is built from actual overlap integrals, so its closed form has to be proved.

```lean
/-- What the middle electron at `y` sees once an outer electron is integrated out, times the
square root `exp (-a y² / 2)` of the middle electron's own charge distribution. -/
def reduced (a b y : ℝ) : ℝ :=
  Real.exp (-(a / 2) * y ^ 2) * ∫ x : ℝ, Real.exp (-a * x ^ 2 - b * (x - y) ^ 2)

/-- The Gaussian orbital `(a/π)^(1/4) exp (-a y² / 2)`, for `a > 0`. -/
def gaussOrb (a y : ℝ) : ℝ := √(√(a / π)) * Real.exp (-(a / 2) * y ^ 2)

/-- The resolution of the identity with a single basis function: the overlaps of the two
reduced functions with the Gaussian orbital are multiplied. -/
def riValue (a b c : ℝ) : ℝ :=
  (∫ y : ℝ, reduced a b y * gaussOrb a y) * ∫ y : ℝ, reduced a c y * gaussOrb a y
```

The model has no spin or antisymmetry, and its auxiliary basis is a single function, not a complementary auxiliary basis set.

## Gaussian integration and integrability

`hsq` completes the square, and `hshift` removes the displacement by translation invariance.

```lean
/-- Integrating out one electron, for `p + b > 0`, leaves a constant times
`exp (-(p b / (p + b)) s²)`, where `s` is the coordinate of the electron to which it is coupled.
This is a Gaussian if `p` and `b` are both positive. -/
theorem integrate_out (p b s : ℝ) (h : 0 < p + b) :
    ∫ t : ℝ, Real.exp (-p * t ^ 2 - b * (t - s) ^ 2)
      = √(π / (p + b)) * Real.exp (-(p * b / (p + b)) * s ^ 2) := by
  have hne : p + b ≠ 0 := h.ne'
  -- complete the square in `t`
  have hsq : ∀ t : ℝ, Real.exp (-p * t ^ 2 - b * (t - s) ^ 2)
      = Real.exp (-(p * b / (p + b)) * s ^ 2)
        * Real.exp (-(p + b) * (t - b / (p + b) * s) ^ 2) := by
    intro t
    rw [← Real.exp_add]
    congr 1
    field_simp
    ring
  have hshift : ∫ t : ℝ, Real.exp (-(p + b) * (t - b / (p + b) * s) ^ 2)
      = ∫ t : ℝ, Real.exp (-(p + b) * t ^ 2) :=
    integral_sub_right_eq_self (fun t : ℝ => Real.exp (-(p + b) * t ^ 2)) _
  simp_rw [hsq]
  rw [integral_const_mul, hshift, integral_gaussian, mul_comm]
```

The next lemma collects three Gaussian factors under one root.

```lean
/-- Three one-dimensional Gaussian integrals with positive exponents multiply to
`π^(3/2)` over the square root of the product of the exponents. -/
theorem gauss_product {A B C : ℝ} (hA : 0 < A) (hB : 0 < B) (hC : 0 < C) :
    √(π / A) * √(π / B) * √(π / C) = π ^ (3 / 2 : ℝ) / √(A * B * C) := by
  have hπ := Real.pi_pos
  have h : π ^ (3 / 2 : ℝ) = √(π ^ 3) := by
    rw [Real.sqrt_eq_rpow, ← Real.rpow_natCast, ← Real.rpow_mul hπ.le]
    norm_num
  rw [h, ← Real.sqrt_div (show 0 ≤ π ^ 3 by positivity),
    ← Real.sqrt_mul (show 0 ≤ π / A by positivity),
    ← Real.sqrt_mul (show 0 ≤ π / A * (π / B) by positivity)]
  congr 1
  field_simp
```

For integrability, each geminal is at most one, so the bare product of Gaussians dominates the integrand.

```lean
/-- The three-electron integrand is integrable over all space for positive orbital exponents
and non-negative geminal exponents. -/
theorem integrable_geminal {p q r b c : ℝ} (hp : 0 < p) (hq : 0 < q) (hr : 0 < r)
    (hb : 0 ≤ b) (hc : 0 ≤ c) : Integrable (geminal p q r b c) := by
  -- the geminals are at most one, so the bare charge distributions dominate
  have h := (integrable_exp_neg_mul_sq hp).mul_prod
    ((integrable_exp_neg_mul_sq hq).mul_prod (integrable_exp_neg_mul_sq hr))
  refine h.mono' (Continuous.aestronglyMeasurable (by unfold geminal; fun_prop))
    (Filter.Eventually.of_forall fun v => ?_)
  simp only [geminal, Real.norm_eq_abs, Real.abs_exp, ← Real.exp_add]
  apply Real.exp_le_exp.mpr
  nlinarith [mul_nonneg hb (sq_nonneg (v.1 - v.2.1)),
    mul_nonneg hc (sq_nonneg (v.2.1 - v.2.2))]
```

## Fubini on a nested product

In the main theorem, `hz`, `hy` and `hx` are the three integrations by hand, and `hD` is the identity for D.

```lean
/-- The three-electron Gaussian-geminal integral in closed form, for positive orbital exponents
`p`, `q`, `r` and non-negative geminal exponents `b`, `c`. -/
theorem integral_geminal {p q r b c : ℝ} (hp : 0 < p) (hq : 0 < q) (hr : 0 < r)
    (hb : 0 ≤ b) (hc : 0 ≤ c) :
    ∫ v, geminal p q r b c v = π ^ (3 / 2 : ℝ) /
      √(q * (p + b) * (r + c) + p * b * (r + c) + r * c * (p + b)) := by
  have hI : Integrable (geminal p q r b c)
      ((volume : Measure ℝ).prod ((volume : Measure ℝ).prod (volume : Measure ℝ))) :=
    integrable_geminal hp hq hr hb hc
  have fub : ∫ v, geminal p q r b c v
      = ∫ x : ℝ, ∫ y : ℝ, ∫ z : ℝ, geminal p q r b c (x, y, z) := by
    refine (integral_prod _ hI).trans ?_
    refine integral_congr_ae ?_
    filter_upwards [hI.prod_right_ae] with x hx
    exact integral_prod _ hx
  have hA : 0 < r + c := by positivity
  have hB : 0 < q + r * c / (r + c) + b := by positivity
  have hC : 0 < p + (q + r * c / (r + c)) * b / (q + r * c / (r + c) + b) := by positivity
  -- integrate out the third electron, then the middle one, then the first
  have hz : ∀ x y : ℝ, ∫ z : ℝ, geminal p q r b c (x, y, z)
      = Real.exp (-p * x ^ 2 - q * y ^ 2 - b * (x - y) ^ 2)
        * (√(π / (r + c)) * Real.exp (-(r * c / (r + c)) * y ^ 2)) := by
    intro x y
    rw [← integrate_out r c y hA, ← integral_const_mul]
    congr 1
    funext z
    simp only [geminal, ← Real.exp_add]
    congr 1
    ring
  have hy : ∀ x : ℝ, ∫ y : ℝ, Real.exp (-p * x ^ 2 - q * y ^ 2 - b * (x - y) ^ 2)
        * (√(π / (r + c)) * Real.exp (-(r * c / (r + c)) * y ^ 2))
      = √(π / (r + c)) * Real.exp (-p * x ^ 2) * (√(π / (q + r * c / (r + c) + b))
        * Real.exp (-((q + r * c / (r + c)) * b / (q + r * c / (r + c) + b)) * x ^ 2)) := by
    intro x
    rw [← integrate_out (q + r * c / (r + c)) b x hB, ← integral_const_mul]
    congr 1
    funext y
    have E : Real.exp (-p * x ^ 2 - q * y ^ 2 - b * (x - y) ^ 2)
          * Real.exp (-(r * c / (r + c)) * y ^ 2)
        = Real.exp (-p * x ^ 2)
          * Real.exp (-(q + r * c / (r + c)) * y ^ 2 - b * (y - x) ^ 2) := by
      rw [← Real.exp_add, ← Real.exp_add]
      congr 1
      ring
    linear_combination √(π / (r + c)) * E
  simp_rw [fub, hz, hy]
  generalize hδ : (q + r * c / (r + c)) * b / (q + r * c / (r + c) + b) = δ at hC ⊢
  have hx : ∫ x : ℝ, √(π / (r + c)) * Real.exp (-p * x ^ 2)
        * (√(π / (q + r * c / (r + c) + b)) * Real.exp (-δ * x ^ 2))
      = √(π / (r + c)) * √(π / (q + r * c / (r + c) + b)) * √(π / (p + δ)) := by
    rw [← integral_gaussian (p + δ), ← integral_const_mul]
    congr 1
    funext x
    have E : Real.exp (-p * x ^ 2) * Real.exp (-δ * x ^ 2) = Real.exp (-(p + δ) * x ^ 2) := by
      rw [← Real.exp_add]
      congr 1
      ring
    linear_combination √(π / (r + c)) * √(π / (q + r * c / (r + c) + b)) * E
  have key : ∀ u v : ℝ, v ≠ 0 → v * (u / v) = u := fun u v hv => by field_simp
  have e1 := key (r * c) (r + c) hA.ne'
  have e2 := key ((q + r * c / (r + c)) * b) _ hB.ne'
  rw [hδ] at e2
  have hD : (r + c) * (q + r * c / (r + c) + b) * (p + δ)
      = q * (p + b) * (r + c) + p * b * (r + c) + r * c * (p + b) := by
    linear_combination (r + c) * e2 + (p + b) * e1
  rw [hx, gauss_product hA hB hC, hD]
```

The proof turns on `integral_prod`, Mathlib's Fubini theorem, which needs integrability on the product. Because the space is ℝ × (ℝ × ℝ), it is used twice, and the second use needs the slice at fixed x to be integrable in (y, z). `hI.prod_right_ae` supplies this for almost every x. That suffices, because `integral_congr_ae` lets the integrands under the outer integral differ on a null set. No second domination argument is needed.

Equal exponents then require only algebra.

```lean
/-- The benchmark integral: with one orbital exponent `a > 0` for all three electrons and
geminal exponents `b, c ≥ 0` it is `π^(3/2) / √(a (a² + 2a(b + c) + 3bc))`. -/
theorem integral_geminal_equal {a b c : ℝ} (ha : 0 < a) (hb : 0 ≤ b) (hc : 0 ≤ c) :
    ∫ v, geminal a a a b c v
      = π ^ (3 / 2 : ℝ) / √(a * (a ^ 2 + 2 * a * (b + c) + 3 * b * c)) := by
  rw [integral_geminal ha ha ha hb hc]
  congr 2
  ring
```

## The approximation and its error

`reduced_eq` gives the Gaussian form of g_b, and `overlap_reduced` identifies the exact integral with the overlap of g_b and g_c.

```lean
/-- For `a + b > 0` the reduced function of the middle electron is a constant times
`exp (-(a / 2 + a b / (a + b)) y²)`, which is a Gaussian if also `a > 0` and `b ≥ 0`. -/
theorem reduced_eq {a b : ℝ} (h : 0 < a + b) (y : ℝ) :
    reduced a b y = √(π / (a + b)) * Real.exp (-(a / 2 + a * b / (a + b)) * y ^ 2) := by
  have E : Real.exp (-(a / 2) * y ^ 2) * Real.exp (-(a * b / (a + b)) * y ^ 2)
      = Real.exp (-(a / 2 + a * b / (a + b)) * y ^ 2) := by
    rw [← Real.exp_add]
    congr 1
    ring
  rw [reduced, integrate_out a b y h]
  linear_combination √(π / (a + b)) * E

/-- For `a > 0` and `b, c ≥ 0` the three-electron integral is the overlap of the two reduced
functions of the middle electron. -/
theorem overlap_reduced {a b c : ℝ} (ha : 0 < a) (hb : 0 ≤ b) (hc : 0 ≤ c) :
    ∫ y : ℝ, reduced a b y * reduced a c y = ∫ v, geminal a a a b c v := by
  have h1 : 0 < a + b := by positivity
  have h2 : 0 < a + c := by positivity
  have h3 : 0 < a + a * b / (a + b) + a * c / (a + c) := by positivity
  have e1 : (a + b) * (a * b / (a + b)) = a * b := by field_simp
  have e2 : (a + c) * (a * c / (a + c)) = a * c := by field_simp
  have hD : (a + b) * (a + c) * (a + a * b / (a + b) + a * c / (a + c))
      = a * (a ^ 2 + 2 * a * (b + c) + 3 * b * c) := by
    linear_combination (a + c) * e1 + (a + b) * e2
  rw [integral_geminal_equal ha hb hc, ← hD, ← gauss_product h1 h2 h3,
    ← integral_gaussian (a + a * b / (a + b) + a * c / (a + c)), ← integral_const_mul]
  congr 1
  funext y
  have E : Real.exp (-(a / 2 + a * b / (a + b)) * y ^ 2)
        * Real.exp (-(a / 2 + a * c / (a + c)) * y ^ 2)
      = Real.exp (-(a + a * b / (a + b) + a * c / (a + c)) * y ^ 2) := by
    rw [← Real.exp_add]
    congr 1
    ring
  rw [reduced_eq h1, reduced_eq h2]
  linear_combination √(π / (a + b)) * √(π / (a + c)) * E
```

Normalisation makes the inserted operator a projector.

```lean
/-- The Gaussian orbital is normalised for `a > 0`. -/
theorem gaussOrb_normalised {a : ℝ} (ha : 0 < a) : ∫ y : ℝ, gaussOrb a y ^ 2 = 1 := by
  have hπ := Real.pi_pos
  have h : ∀ y : ℝ, gaussOrb a y ^ 2 = √(a / π) * Real.exp (-a * y ^ 2) := by
    intro y
    have n : √(√(a / π)) * √(√(a / π)) = √(a / π) := Real.mul_self_sqrt (Real.sqrt_nonneg _)
    have E : Real.exp (-(a / 2) * y ^ 2) * Real.exp (-(a / 2) * y ^ 2)
        = Real.exp (-a * y ^ 2) := by
      rw [← Real.exp_add]
      congr 1
      ring
    rw [gaussOrb]
    linear_combination Real.exp (-(a / 2) * y ^ 2) ^ 2 * n + √(a / π) * E
  have h1 : a / π * (π / a) = 1 := by field_simp
  simp_rw [h]
  rw [integral_const_mul, integral_gaussian, ← Real.sqrt_mul (show 0 ≤ a / π by positivity),
    h1, Real.sqrt_one]
```

In `riValue_eq`, `key` evaluates one overlap for a general geminal exponent `t` and is used for both `b` and `c`.

```lean
/-- The one-function resolution of the identity in closed form, for `a > 0` and `b, c ≥ 0`. -/
theorem riValue_eq {a b c : ℝ} (ha : 0 < a) (hb : 0 ≤ b) (hc : 0 ≤ c) :
    riValue a b c = π ^ (3 / 2 : ℝ) / √(a * (a + 2 * b) * (a + 2 * c)) := by
  have hπ := Real.pi_pos
  -- overlap of one reduced function with the orbital
  have key : ∀ t : ℝ, 0 ≤ t → ∫ y : ℝ, reduced a t y * gaussOrb a y
      = √(√(a / π)) * √(π ^ 2 / (a * (a + 2 * t))) := by
    intro t ht
    have hat : 0 < a + t := by positivity
    have e0 : (a + t) * (a * t / (a + t)) = a * t := by field_simp
    have e : (a + t) * (a + a * t / (a + t)) = a * (a + 2 * t) := by linear_combination e0
    have s : √(π ^ 2 / (a * (a + 2 * t)))
        = √(π / (a + t)) * √(π / (a + a * t / (a + t))) := by
      rw [← Real.sqrt_mul (show 0 ≤ π / (a + t) by positivity), ← e, div_mul_div_comm, sq]
    rw [s, ← integral_gaussian (a + a * t / (a + t)), ← integral_const_mul,
      ← integral_const_mul]
    congr 1
    funext y
    have E : Real.exp (-(a / 2 + a * t / (a + t)) * y ^ 2) * Real.exp (-(a / 2) * y ^ 2)
        = Real.exp (-(a + a * t / (a + t)) * y ^ 2) := by
      rw [← Real.exp_add]
      congr 1
      ring
    rw [reduced_eq hat, gaussOrb]
    linear_combination √(√(a / π)) * √(π / (a + t)) * E
  have h1 : 0 < a + 2 * b := by positivity
  have h2 : 0 < a + 2 * c := by positivity
  have n : √(√(a / π)) * √(√(a / π)) = √(a / π) := Real.mul_self_sqrt (Real.sqrt_nonneg _)
  have m : √(a / π) * √(π ^ 2 / (a * (a + 2 * b))) * √(π ^ 2 / (a * (a + 2 * c)))
      = √(π / a) * √(π / (a + 2 * b)) * √(π / (a + 2 * c)) := by
    rw [← Real.sqrt_mul (show 0 ≤ a / π by positivity),
      ← Real.sqrt_mul (show 0 ≤ a / π * (π ^ 2 / (a * (a + 2 * b))) by positivity),
      ← Real.sqrt_mul (show 0 ≤ π / a by positivity),
      ← Real.sqrt_mul (show 0 ≤ π / a * (π / (a + 2 * b)) by positivity)]
    congr 1
    field_simp
  rw [riValue, key b hb, key c hc, ← gauss_product ha h1 h2]
  linear_combination √(π ^ 2 / (a * (a + 2 * b))) * √(π ^ 2 / (a * (a + 2 * c))) * n + m
```

The bounds follow from the two radicand inequalities `hlt` and `h34`. They assume both geminal exponents positive: if either vanishes, X = Y and the approximation is exact.

```lean
/-- For positive exponents the one-function resolution of the identity underestimates the
three-electron integral, yet recovers more than the fraction `√3/2` of it. -/
theorem riValue_bounds {a b c : ℝ} (ha : 0 < a) (hb : 0 < b) (hc : 0 < c) :
    √3 / 2 * (∫ v, geminal a a a b c v) < riValue a b c ∧
      riValue a b c < ∫ v, geminal a a a b c v := by
  rw [riValue_eq ha hb.le hc.le, integral_geminal_equal ha hb.le hc.le]
  have hK : 0 < π ^ (3 / 2 : ℝ) := Real.rpow_pos_of_pos Real.pi_pos _
  have hX : 0 < a * (a + 2 * b) * (a + 2 * c) := by positivity
  have hY : 0 < a * (a ^ 2 + 2 * a * (b + c) + 3 * b * c) := by positivity
  -- the two radicands differ by `a b c`
  have hlt : a * (a ^ 2 + 2 * a * (b + c) + 3 * b * c) < a * (a + 2 * b) * (a + 2 * c) := by
    have h : 0 < a * b * c := by positivity
    nlinarith
  have h34 : 3 * (a * (a + 2 * b) * (a + 2 * c))
      < 4 * (a * (a ^ 2 + 2 * a * (b + c) + 3 * b * c)) := by
    have h : 0 < a * (a ^ 2 + 2 * a * (b + c)) := by positivity
    nlinarith
  generalize a * (a + 2 * b) * (a + 2 * c) = X at *
  generalize a * (a ^ 2 + 2 * a * (b + c) + 3 * b * c) = Y at *
  have sX : 0 < √X := Real.sqrt_pos.2 hX
  have sY : 0 < √Y := Real.sqrt_pos.2 hY
  constructor
  · have h : √3 * √X < 2 * √Y := by
      rw [← Real.sqrt_mul (show (0 : ℝ) ≤ 3 by norm_num),
        Real.sqrt_lt' (show 0 < 2 * √Y by positivity), mul_pow, Real.sq_sqrt hY.le]
      linarith
    rw [div_mul_div_comm, div_lt_div_iff₀ (show 0 < 2 * √Y by positivity) sX]
    nlinarith [mul_pos hK (sub_pos.2 h)]
  · rw [div_lt_div_iff₀ sX sY]
    nlinarith [mul_pos hK (sub_pos.2 (Real.sqrt_lt_sqrt hY.le hlt))]

end

end ThreeElectronGeminal
```

```lean
#print axioms ThreeElectronGeminal.integral_geminal
-- 'ThreeElectronGeminal.integral_geminal' depends on axioms: [propext, Classical.choice, Quot.sound]
#print axioms ThreeElectronGeminal.overlap_reduced
-- 'ThreeElectronGeminal.overlap_reduced' depends on axioms: [propext, Classical.choice, Quot.sound]
#print axioms ThreeElectronGeminal.gaussOrb_normalised
-- 'ThreeElectronGeminal.gaussOrb_normalised' depends on axioms: [propext, Classical.choice, Quot.sound]
#print axioms ThreeElectronGeminal.riValue_bounds
-- 'ThreeElectronGeminal.riValue_bounds' depends on axioms: [propext, Classical.choice, Quot.sound]
```
